# The derivative of a mass-action product at nonzero concentrations

In mass-action kinetics the rate of a one-way reaction is a rate constant times the product of its reactants' concentrations, each raised to its stoichiometric coefficient. The lemma concerns the product alone, ∏ᵢ cᵢ^aᵢ, for finitely many species, natural-number exponents and real concentrations, none of them zero. It states that the Fréchet derivative at c sends a change y to the product's value at c times ∑ᵢ (aᵢ/cᵢ) yᵢ. The attempt differentiates a single power first, then builds up the product by induction on finite sets of species, using the product rule at each step.

Lean 4 with Mathlib refuses this proof:

```lean
import Mathlib

open Matrix

namespace ChemicalRelaxation

noncomputable section

/-- A reversible mass-action network: stoichiometric coefficients of both sides of each
reaction, with positive forward and backward rate constants. -/
structure ReversibleNetwork (ι ρ : Type*) where
  reactants : ρ → ι → ℕ
  products : ρ → ι → ℕ
  kf : ρ → ℝ
  kr : ρ → ℝ
  kf_pos : ∀ r, 0 < kf r
  kr_pos : ∀ r, 0 < kr r

variable {ι ρ : Type*} [Fintype ι] [Fintype ρ]

/-- The mass-action product of concentrations raised to stoichiometric coefficients. -/
def massAction (a : ι → ℕ) (c : ι → ℝ) : ℝ := ∏ i, c i ^ a i

/-- The bilinear pairing with `x` in which species `i` has weight `1 / c i`; it is an inner product
when every `c i` is positive. -/
def weighted (c x : ι → ℝ) : (ι → ℝ) →L[ℝ] ℝ :=
  ∑ i, (x i / c i) • ContinuousLinearMap.proj (R := ℝ) (φ := fun _ : ι => ℝ) i

/-- The derivative of a mass-action product at nonzero concentrations. -/
theorem massAction_hasFDerivAt (a : ι → ℕ) {c : ι → ℝ} (hc : ∀ i, c i ≠ 0) :
    HasFDerivAt (massAction a) (massAction a c • weighted c (fun i => (a i : ℝ))) c := by
  classical
  have hd : ∀ (m : ℕ) (i : ι),
      HasDerivAt (fun t : ℝ => t ^ m) (c i ^ m * ((m : ℝ) / c i)) (c i) := by
    intro m i
    refine (hasDerivAt_pow m (c i)).congr_deriv ?_
    have := hc i
    cases m with
    | zero => simp
    | succ n =>
      rw [Nat.add_sub_cancel, pow_succ]
      field_simp
  have key : ∀ s : Finset ι, HasFDerivAt (fun y : ι → ℝ => ∏ i ∈ s, y i ^ a i)
      ((∏ i ∈ s, c i ^ a i) • ∑ i ∈ s, ((a i : ℝ) / c i) •
        ContinuousLinearMap.proj (R := ℝ) (φ := fun _ : ι => ℝ) i) c := by
    intro s
    induction s using Finset.induction_on with
    | empty => simpa using hasFDerivAt_const (1 : ℝ) c
    | insert i s hi ih =>
      have h1 := (hd (a i) i).comp_hasFDerivAt c (hasFDerivAt_apply i c)
      simp only [Finset.prod_insert hi, Finset.sum_insert hi]
      refine (h1.mul ih).congr_fderiv ?_
      try dsimp only [Function.comp_apply]
      module
  exact key Finset.univ

end

end ChemicalRelaxation
```

The compiler's answer:

```
Main.lean:50:49: error: Application type mismatch: The argument
  hasFDerivAt_apply i c
has type
  HasFDerivAt (fun f => f i) (ContinuousLinearMap.proj i) c
but is expected to have type
  HasFDerivAt ?m.207 ?m.208 c
in the application
  HasDerivAt.comp_hasFDerivAt c ?m.209 (hasFDerivAt_apply i c)
```

The change, after which it compiles:

```diff
@@ -48,5 +48,11 @@
     | empty => simpa using hasFDerivAt_const (1 : ℝ) c
     | insert i s hi ih =>
-      have h1 := (hd (a i) i).comp_hasFDerivAt c (hasFDerivAt_apply i c)
+      have hp : HasFDerivAt (fun y : ι → ℝ => y i)
+          (ContinuousLinearMap.proj (R := ℝ) (φ := fun _ : ι => ℝ) i) c :=
+        hasFDerivAt_apply i c
+      have h1 : HasFDerivAt (fun y : ι → ℝ => y i ^ a i)
+          ((c i ^ a i * ((a i : ℝ) / c i)) •
+            ContinuousLinearMap.proj (R := ℝ) (φ := fun _ : ι => ℝ) i) c :=
+        (hd (a i) i).comp_hasFDerivAt c hp
       simp only [Finset.prod_insert hi, Finset.sum_insert hi]
       refine (h1.mul ih).congr_fderiv ?_
```

Cause. A Fréchet derivative is linear over some scalar field, and the failing line never says which. `hasFDerivAt_apply i c` takes that field as an implicit argument, and neither `i` nor `c` determines it: real-valued coordinates do not by themselves make ℝ the scalar field. `HasDerivAt.comp_hasFDerivAt` doesn't settle it either. That lemma allows the outer function to be differentiated over a larger field than the inner one, so knowing that `hd` is a derivative over ℝ leaves the inner field open. As `h1` had no stated type, nothing else could supply it. With the field unknown, Lean could not find the structures that depend on it, and the two `HasFDerivAt` types failed to unify. The message hides the field and these structures, which is why the printed types look compatible.

The repair names the field. In `hp`, the projection is written with `(R := ℝ)`, so `hasFDerivAt_apply` is used over ℝ and the chain rule receives a fact with no field left to infer. The type now given to `h1` also fixes the field as ℝ, and it states the composite directly as `y i ^ a i`, with its derivative as a multiple of the projection. The mathematics is unchanged.
